# Misawa Spin Scaling of the Random-Phase Correlation Energy

In the random-phase approximation (RPA), the correlation energy per particle of the fully spin-polarized uniform electron gas in three dimensions, at zero temperature and density parameter $r_s$, is half that of the unpolarized gas at $r_s/2^{4/3}$. A parametrization of the RPA correlation energy for the unpolarized gas therefore also gives the fully polarized one; partial polarization and correlation beyond the RPA are not covered.

The relation follows from the form of the energy alone. Consider a gas with $g$ equally filled spin components and Fermi momentum $k$, in Hartree atomic units. Let $q$ be the momentum transfer and $w$ the imaginary frequency, and suppose that the energy per particle is

$$e(g,k)=\frac{1}{g k^3}\int_0^\infty\! dq\int_0^\infty\! dw\; f_{g,k}(q,w),\qquad f_{g,k}(q,w)=q^2\,F\!\left(\frac{g k\,L(q/k,\,w/k^2)}{q^2}\right),$$

with real functions $F$ and $L$. Then $e(sg,sk)=s\,e(g,k)$ for every $s>0$. The form expresses a physical condition: each Coulomb interaction, proportional to $1/q^2$, comes with one density response, to which all $g$ components contribute equally.

## Scaling momenta and frequencies

Replace $g,k,q,w$ by $sg,sk,sq,s^2w$. The arguments of $L$ do not change, and in the argument of $F$ the factor $s^2$ from $gk$ cancels the one from $q^2$. Only the prefactor $q^2$ changes:

$$f_{sg,sk}(sq,s^2w)=s^2 f_{g,k}(q,w).$$

Write $I_{g,k}(q)=\int_0^\infty f_{g,k}(q,w)\,dw$. Substituting $w'=s^2w$ gives

$$I_{sg,sk}(sq)=\int_0^\infty f_{sg,sk}(sq,w')\,dw'=s^2\int_0^\infty f_{sg,sk}(sq,s^2w)\,dw=s^4 I_{g,k}(q).$$

Substituting $q'=sq$ then gives

$$\int_0^\infty I_{sg,sk}(q')\,dq'=s\int_0^\infty I_{sg,sk}(sq)\,dq=s^5\int_0^\infty I_{g,k}(q)\,dq.$$

The prefactor $1/(sg\,(sk)^3)$ is $s^{-4}/(gk^3)$, so one factor of $s$ remains. The same substitutions show that the integrals converge for both gases or for neither.

To express this through the density $n$, combine $n=gk^3/(6\pi^2)$ with $n=3/(4\pi r_s^3)$:

$$k(g,r_s)=\left(\frac{9\pi}{2g}\right)^{1/3}\frac{1}{r_s}.$$

Hence

$$k(sg,\,r_s/s^{4/3})=s^{-1/3}\,s^{4/3}\,k(g,r_s)=s\,k(g,r_s).$$

For $s=2$ and $g=1$, the two-component gas at $r_s/2^{4/3}$ has twice the Fermi momentum of the one-component gas at $r_s$, and so twice its energy per particle.

## The ring diagrams have this form

An electron with momentum component $z$ along the momentum transfer needs the energy $D(q,z)=q^2/2+qz$ to take it up. Slicing the Fermi sphere perpendicular to the transfer gives discs of area $\pi(k^2-z^2)$, and the sign-reversed density response is

$$\Pi(q,w)=\frac{g}{(2\pi)^3}\int_{-k}^{k}\pi(k^2-z^2)\,\frac{2D(q,z)}{D(q,z)^2+w^2}\,dz.$$

Replace $z$ by $kz$. The line element gives $k$, the disc area gives $k^2$, and $D(q,kz)=k^2D(q/k,z)$ makes the fraction scale as $k^{-2}$. With

$$L(Q,W)=\int_{-1}^{1}(1-z^2)\,\frac{D(Q,z)}{D(Q,z)^2+W^2}\,dz$$

this yields

$$\Pi(q,w)=\frac{gk}{4\pi^2}\,L(q/k,w/k^2),\qquad \frac{4\pi}{q^2}\,\Pi(q,w)=\frac{1}{\pi}\,\frac{gk\,L(q/k,w/k^2)}{q^2}.$$

The ring-diagram energy per volume is $\tfrac12\int\frac{d^3q}{(2\pi)^3}\int_{-\infty}^{\infty}\frac{dw}{2\pi}\,[\log(1+x)-x]$ with $x=4\pi\Pi/q^2$. The angular integral and the symmetry in $w$ turn its prefactor into $1/(4\pi^3)$, with the measure $q^2\,dq\,dw$ over positive $q$ and $w$. Division by $n$ gives

$$e_{\mathrm{RPA}}(g,k)=\frac{6\pi^2}{gk^3}\,\frac{1}{4\pi^3}\int_0^\infty\! dq\int_0^\infty\! dw\;q^2\,[\log(1+x)-x].$$

Since $6\pi^2/(4\pi^3)=3/(2\pi)$, this is $e(g,k)$ with $F(y)=\frac{3}{2\pi}\left[\log(1+y/\pi)-y/\pi\right]$.

## The energy functional in Lean

```lean
import Mathlib

open MeasureTheory Real Set

namespace MisawaSpinScaling

noncomputable section
```

The integrand takes `F` and `L` as arbitrary real functions, with no continuity or sign condition. The number of components `g` is a real number, so the scaling is not tied to integers.

```lean
/-- Integrand of the energy per particle at momentum transfer `q` and imaginary frequency `w`,
before division by `g * k ^ 3`, for a gas with `g` spin components and Fermi momentum `k`. -/
def integrand (F : ℝ → ℝ) (L : ℝ → ℝ → ℝ) (g k q w : ℝ) : ℝ :=
  q ^ 2 * F (g * k * L (q / k) (w / k ^ 2) / q ^ 2)
```

The frequency integral is $I_{g,k}(q)$; `Ioi 0` is the open half-line of positive numbers.

```lean
/-- The integrand summed over all positive imaginary frequencies. -/
def frequencyIntegral (F : ℝ → ℝ) (L : ℝ → ℝ → ℝ) (g k q : ℝ) : ℝ :=
  ∫ w in Ioi (0 : ℝ), integrand F L g k q w
```

The energy is an iterated integral, frequency first, as in the derivation.

```lean
/-- Energy per particle of a gas with `g` spin components and Fermi momentum `k`. -/
def energy (F : ℝ → ℝ) (L : ℝ → ℝ → ℝ) (g k : ℝ) : ℝ :=
  1 / (g * k ^ 3) * ∫ q in Ioi (0 : ℝ), frequencyIntegral F L g k q
```

Lean assigns the value zero to an integral that does not converge absolutely, so convergence is stated as a separate property. It means absolute convergence of the frequency integral at every positive `q`, and then of the momentum integral.

```lean
/-- The iterated integral in the energy converges: first over frequency, then over momentum. -/
def Converges (F : ℝ → ℝ) (L : ℝ → ℝ → ℝ) (g k : ℝ) : Prop :=
  (∀ q : ℝ, 0 < q → IntegrableOn (fun w => integrand F L g k q w) (Ioi 0)) ∧
    IntegrableOn (fun q => frequencyIntegral F L g k q) (Ioi 0)
```

The Fermi momentum is the function $k(g,r_s)$ obtained from the density.

```lean
/-- Fermi momentum of a gas with `g` equally filled spin components at density parameter `rs`. -/
def fermiMomentum (g rs : ℝ) : ℝ := (9 * π / (2 * g)) ^ (1 / 3 : ℝ) / rs
```

## Powers of the scale factor

The first theorem is the scaling of $f_{g,k}$. The rewrites with `mul_div_mul_left` cancel the common factors in $q/k$, in $w/k^2$ and in the argument of `F`.

```lean
/-- Scaling components, momenta and frequencies by `s`, `s` and `s ^ 2` multiplies the
integrand by `s ^ 2`. -/
theorem integrand_scale (F : ℝ → ℝ) (L : ℝ → ℝ → ℝ) {s : ℝ} (hs : 0 < s) (g k q w : ℝ) :
    integrand F L (s * g) (s * k) (s * q) (s ^ 2 * w) = s ^ 2 * integrand F L g k q w := by
  have h2 : s ^ 2 ≠ 0 := (pow_pos hs 2).ne'
  unfold integrand
  rw [mul_div_mul_left q k hs.ne', mul_pow s k 2, mul_div_mul_left w (k ^ 2) h2, mul_pow s q 2,
    show s * g * (s * k) * L (q / k) (w / k ^ 2)
      = s ^ 2 * (g * k * L (q / k) (w / k ^ 2)) by ring,
    mul_div_mul_left _ (q ^ 2) h2]
  ring
```

For the frequency integral, `integral_comp_mul_left_Ioi` performs the substitution $w'=s^2w$. The `simp only` step inserts the scaling of the integrand and takes the constant out of the integral; solving for the scaled integral gives $s^4$.

```lean
/-- Scaling components, Fermi momentum and momentum transfer by `s` multiplies the frequency
integral by `s ^ 4`. -/
theorem frequencyIntegral_scale (F : ℝ → ℝ) (L : ℝ → ℝ → ℝ) {s : ℝ} (hs : 0 < s) (g k q : ℝ) :
    frequencyIntegral F L (s * g) (s * k) (s * q) = s ^ 4 * frequencyIntegral F L g k q := by
  have h2 : s ^ 2 ≠ 0 := (pow_pos hs 2).ne'
  have h := integral_comp_mul_left_Ioi
    (fun w => integrand F L (s * g) (s * k) (s * q) w) 0 (pow_pos hs 2)
  simp only [integrand_scale F L hs, integral_const_mul, mul_zero, smul_eq_mul] at h
  unfold frequencyIntegral
  rw [← mul_inv_cancel_left₀ h2 (∫ w in Ioi (0 : ℝ), integrand F L (s * g) (s * k) (s * q) w),
    ← h]
  ring
```

Convergence transfers by the same substitutions. Here `inner` compares the frequency integrals at $q$ and $sq$, and `outer` compares the momentum integrals; a nonzero constant factor does not affect integrability. Since every positive momentum must be covered in both directions, the last part evaluates `inner` at $q/s$.

```lean
/-- The energy integral converges for the scaled gas exactly when it does for the original. -/
theorem converges_scale_iff (F : ℝ → ℝ) (L : ℝ → ℝ → ℝ) {s : ℝ} (hs : 0 < s) (g k : ℝ) :
    Converges F L (s * g) (s * k) ↔ Converges F L g k := by
  have inner (q : ℝ) : IntegrableOn (fun w => integrand F L g k q w) (Ioi 0) ↔
      IntegrableOn (fun w => integrand F L (s * g) (s * k) (s * q) w) (Ioi 0) := by
    have h := integrableOn_Ioi_comp_mul_left_iff
      (fun w => integrand F L (s * g) (s * k) (s * q) w) 0 (pow_pos hs 2)
    simp only [integrand_scale F L hs, mul_zero] at h
    unfold IntegrableOn at h ⊢
    rwa [integrable_const_mul_iff (IsUnit.mk0 _ (pow_pos hs 2).ne')] at h
  have outer : IntegrableOn (fun q => frequencyIntegral F L g k q) (Ioi 0) ↔
      IntegrableOn (fun q => frequencyIntegral F L (s * g) (s * k) q) (Ioi 0) := by
    have h := integrableOn_Ioi_comp_mul_left_iff
      (fun q => frequencyIntegral F L (s * g) (s * k) q) 0 hs
    simp only [frequencyIntegral_scale F L hs, mul_zero] at h
    unfold IntegrableOn at h ⊢
    rwa [integrable_const_mul_iff (IsUnit.mk0 _ (pow_pos hs 4).ne')] at h
  constructor
  · rintro ⟨h1, h2⟩
    exact ⟨fun q hq => (inner q).2 (h1 (s * q) (mul_pos hs hq)), outer.2 h2⟩
  · rintro ⟨h1, h2⟩
    refine ⟨fun q hq => ?_, outer.1 h2⟩
    have h := (inner (q / s)).1 (h1 (q / s) (div_pos hq hs))
    rwa [mul_div_cancel₀ q hs.ne'] at h
```

The energy theorem makes the substitution $q'=sq$. The equation `hp` extracts $s^{-4}$ from the prefactor, and `linear_combination` cancels it against four of the five powers from the double integral.

```lean
/-- Multiplying the number of spin components and the Fermi momentum by `s` multiplies the
energy per particle by `s`. -/
theorem energy_scale (F : ℝ → ℝ) (L : ℝ → ℝ → ℝ) {s : ℝ} (hs : 0 < s) (g k : ℝ) :
    energy F L (s * g) (s * k) = s * energy F L g k := by
  have h := integral_comp_mul_left_Ioi
    (fun q => frequencyIntegral F L (s * g) (s * k) q) 0 hs
  simp only [frequencyIntegral_scale F L hs, integral_const_mul, mul_zero, smul_eq_mul] at h
  unfold energy
  rw [← mul_inv_cancel_left₀ hs.ne'
    (∫ q in Ioi (0 : ℝ), frequencyIntegral F L (s * g) (s * k) q), ← h]
  -- the prefactor loses four powers of `s`, the double integral gains five
  have hp : 1 / (s * g * (s * k) ^ 3) = (s ^ 4)⁻¹ * (1 / (g * k ^ 3)) := by
    rw [show s * g * (s * k) ^ 3 = s ^ 4 * (g * k ^ 3) by ring]
    simp only [one_div, mul_inv]
  have h4 : (s ^ 4)⁻¹ * s ^ 4 = 1 := inv_mul_cancel₀ (pow_pos hs 4).ne'
  rw [hp]
  linear_combination
    (s * (1 / (g * k ^ 3)) * ∫ q in Ioi (0 : ℝ), frequencyIntegral F L g k q) * h4
```

## From Fermi momentum to density

In the next proof, `hX` isolates the factor $1/s$ under the cube root, and `h43` splits $s^{4/3}$ into $s\cdot s^{1/3}$. The two cube roots of $s$ cancel.

```lean
/-- With `s` times as many components and `rs` divided by `s ^ (4/3)`, the Fermi momentum is
multiplied by `s`. -/
theorem fermiMomentum_scale {s g : ℝ} (hs : 0 < s) (hg : 0 < g) (rs : ℝ) :
    fermiMomentum (s * g) (rs / s ^ (4 / 3 : ℝ)) = s * fermiMomentum g rs := by
  have ht : s ^ (1 / 3 : ℝ) ≠ 0 := (rpow_pos_of_pos hs _).ne'
  have h43 : s ^ (4 / 3 : ℝ) = s * s ^ (1 / 3 : ℝ) := by
    rw [show (4 / 3 : ℝ) = 1 + 1 / 3 by norm_num, rpow_add hs, rpow_one]
  have hX : 9 * π / (2 * (s * g)) = 9 * π / (2 * g) / s := by
    rw [div_div]
    congr 1
    ring
  have h0 : 0 ≤ 9 * π / (2 * g) := by positivity
  unfold fermiMomentum
  rw [hX, div_rpow h0 hs.le, h43, div_div_eq_mul_div, mul_left_comm, div_mul_cancel₀ _ ht,
    mul_div_assoc]
```

Misawa's relation for the general functional is the case $s=2$, $g=1$ of the two scaling theorems. One component stands for the fully polarized gas and two for the unpolarized gas.

```lean
/-- Misawa spin scaling: the energy per particle of the one-component gas at `rs` is half that
of the two-component gas at `rs / 2 ^ (4/3)`. -/
theorem misawa_spin_scaling (F : ℝ → ℝ) (L : ℝ → ℝ → ℝ) (rs : ℝ) :
    energy F L 1 (fermiMomentum 1 rs)
      = energy F L 2 (fermiMomentum 2 (rs / 2 ^ (4 / 3 : ℝ))) / 2 := by
  have hk := fermiMomentum_scale two_pos one_pos rs
  have he := energy_scale F L two_pos 1 (fermiMomentum 1 rs)
  rw [mul_one] at hk he
  rw [hk, he]
  ring
```

## The random-phase energy in Lean

The next four definitions transcribe $\Pi$, $L$, $F$ and $e_{\mathrm{RPA}}$. The argument `x` of `ringKernel` is the $y$ in $F(y)$, which is $\pi$ times the $x=4\pi\Pi/q^2$ of the derivation. They describe the non-relativistic gas at zero temperature with the bare Coulomb interaction. The ring-diagram formula is taken as the definition of the energy and is not derived from a Hamiltonian. Kinetic and exchange energy are not included.

```lean
/-- Density response of the Fermi sphere at imaginary frequency `w`, with reversed sign, summed
over slices of the sphere perpendicular to the momentum transfer `q`. -/
def polarization (g k q w : ℝ) : ℝ :=
  g / (2 * π) ^ 3 * ∫ z in (-k)..k, π * (k ^ 2 - z ^ 2) *
    (2 * (q ^ 2 / 2 + q * z) / ((q ^ 2 / 2 + q * z) ^ 2 + w ^ 2))

/-- Dimensionless response integral over the unit Fermi sphere. -/
def lindhard (Q W : ℝ) : ℝ :=
  ∫ z in (-1 : ℝ)..1, (1 - z ^ 2) *
    ((Q ^ 2 / 2 + Q * z) / ((Q ^ 2 / 2 + Q * z) ^ 2 + W ^ 2))

/-- The logarithm that sums the ring diagrams, without its first-order term, times the constant
factor `3 / (2 * π)` of the energy per particle. -/
def ringKernel (x : ℝ) : ℝ := 3 / (2 * π) * (log (1 + x / π) - x / π)

/-- Random-phase correlation energy per particle in Hartree units. -/
def rpaCorrelation (g k : ℝ) : ℝ :=
  6 * π ^ 2 / (g * k ^ 3) * (1 / (4 * π ^ 3)) * ∫ q in Ioi (0 : ℝ), ∫ w in Ioi (0 : ℝ),
    q ^ 2 * (log (1 + 4 * π / q ^ 2 * polarization g k q w)
      - 4 * π / q ^ 2 * polarization g k q w)
```

The theorem on the Coulomb interaction times the polarization carries out the change from $z$ to $kz$. In its proof, `key` cancels the powers of $k$ in the integrand, `hp` applies this to the energy $D$, and `intervalIntegral.integral_comp_mul_left` changes the integration range from $[-k,k]$ to $[-1,1]$. The remaining constants combine to $1/\pi$ in `hc`.

```lean
/-- The Coulomb interaction times the polarization is `g * k / (π * q ^ 2)` times the dimensionless
response integral at `q / k` and `w / k ^ 2`. -/
theorem coulomb_mul_polarization {k : ℝ} (hk : k ≠ 0) (g q w : ℝ) :
    4 * π / q ^ 2 * polarization g k q w
      = g * k * lindhard (q / k) (w / k ^ 2) / q ^ 2 / π := by
  have key (D W z : ℝ) : π * (k ^ 2 - (k * z) ^ 2) *
      (2 * (k ^ 2 * D) / ((k ^ 2 * D) ^ 2 + (k ^ 2 * W) ^ 2))
      = 2 * π * ((1 - z ^ 2) * (D / (D ^ 2 + W ^ 2))) := by
    have h4 : k ^ 4 * (k ^ 4)⁻¹ = 1 := mul_inv_cancel₀ (pow_ne_zero 4 hk)
    rw [show (k ^ 2 * D) ^ 2 + (k ^ 2 * W) ^ 2 = k ^ 4 * (D ^ 2 + W ^ 2) by ring]
    simp only [div_eq_mul_inv, mul_inv]
    generalize (D ^ 2 + W ^ 2)⁻¹ = Y
    linear_combination (2 * π * (1 - z ^ 2) * D * Y) * h4
  have hp (z : ℝ) : π * (k ^ 2 - (k * z) ^ 2) *
      (2 * (q ^ 2 / 2 + q * (k * z)) / ((q ^ 2 / 2 + q * (k * z)) ^ 2 + w ^ 2))
      = 2 * π * ((1 - z ^ 2) * (((q / k) ^ 2 / 2 + q / k * z) /
        (((q / k) ^ 2 / 2 + q / k * z) ^ 2 + (w / k ^ 2) ^ 2))) := by
    have e1 : k ^ 2 * ((q / k) ^ 2 / 2 + q / k * z) = q ^ 2 / 2 + q * (k * z) := by
      field_simp
    have e2 : k ^ 2 * (w / k ^ 2) = w := mul_div_cancel₀ w (pow_ne_zero 2 hk)
    have h := key ((q / k) ^ 2 / 2 + q / k * z) (w / k ^ 2) z
    rwa [e1, e2] at h
  -- measure the slices of the Fermi sphere in units of its radius
  have h := intervalIntegral.integral_comp_mul_left (a := -1) (b := 1)
    (fun z => π * (k ^ 2 - z ^ 2) *
      (2 * (q ^ 2 / 2 + q * z) / ((q ^ 2 / 2 + q * z) ^ 2 + w ^ 2))) hk
  simp only [hp, intervalIntegral.integral_const_mul, smul_eq_mul, mul_neg, mul_one] at h
  have hJ : polarization g k q w
      = g / (2 * π) ^ 3 * (k * (2 * π * lindhard (q / k) (w / k ^ 2))) := by
    unfold polarization lindhard
    rw [h, mul_inv_cancel_left₀ hk]
  have hc : 4 * π / (2 * π) ^ 3 * (2 * π) = 1 / π := by
    rw [div_mul_eq_mul_div, div_eq_div_iff (by positivity) pi_ne_zero]
    ring
  rw [hJ]
  linear_combination (g * k * lindhard (q / k) (w / k ^ 2) / q ^ 2) * hc
```

With this, the RPA energy can be identified with the general functional. The equation `hi` matches the integrands up to the factor $3/(2\pi)$, and `hc` shows that this factor equals the product of the constants in `rpaCorrelation`.

```lean
/-- The random-phase correlation energy is the energy functional with the ring kernel and the
dimensionless response integral. -/
theorem rpaCorrelation_eq_energy {k : ℝ} (hk : 0 < k) (g : ℝ) :
    rpaCorrelation g k = energy ringKernel lindhard g k := by
  have hi (q w : ℝ) : integrand ringKernel lindhard g k q w
      = 3 / (2 * π) * (q ^ 2 * (log (1 + 4 * π / q ^ 2 * polarization g k q w)
        - 4 * π / q ^ 2 * polarization g k q w)) := by
    unfold integrand ringKernel
    rw [coulomb_mul_polarization hk.ne']
    ring
  have hc : 6 * π ^ 2 * (1 / (4 * π ^ 3)) = 3 / (2 * π) := by
    rw [mul_one_div, div_eq_div_iff (by positivity) (by positivity)]
    ring
  unfold rpaCorrelation energy frequencyIntegral
  simp only [hi, integral_const_mul]
  rw [← hc]
  ring
```

The final theorem requires $r_s>0$, which makes both Fermi momenta positive, so that each energy can be replaced by the general functional. It is an equality between the two integral expressions. The convergence of the ring integral is not part of the statement, but by `converges_scale_iff` it holds for both gases or for neither.

```lean
/-- Misawa spin scaling of the random-phase correlation energy of the electron gas. -/
theorem rpaCorrelation_misawa {rs : ℝ} (hrs : 0 < rs) :
    rpaCorrelation 1 (fermiMomentum 1 rs)
      = rpaCorrelation 2 (fermiMomentum 2 (rs / 2 ^ (4 / 3 : ℝ))) / 2 := by
  have h1 : 0 < fermiMomentum 1 rs := by
    unfold fermiMomentum
    positivity
  have h2 : 0 < fermiMomentum 2 (rs / 2 ^ (4 / 3 : ℝ)) := by
    unfold fermiMomentum
    positivity
  rw [rpaCorrelation_eq_energy h1, rpaCorrelation_eq_energy h2]
  exact misawa_spin_scaling ringKernel lindhard rs

end

end MisawaSpinScaling
```

```lean
#print axioms MisawaSpinScaling.converges_scale_iff
-- 'MisawaSpinScaling.converges_scale_iff' depends on axioms: [propext, Classical.choice, Quot.sound]
#print axioms MisawaSpinScaling.rpaCorrelation_misawa
-- 'MisawaSpinScaling.rpaCorrelation_misawa' depends on axioms: [propext, Classical.choice, Quot.sound]
```
